# Half turns of a reference geometry about its principal axes satisfy the Eckart conditions

To separate the vibrations of a molecule from its overall rotation, one places each distorted geometry in a frame where the Eckart conditions hold relative to a reference geometry. If the molecule is merely a rigidly rotated copy of the reference, do these conditions force it back to the reference orientation?

In Lean 4 with Mathlib:

```lean
import Mathlib

open Matrix

namespace EckartOrientation

noncomputable section

variable {ι : Type*} [Fintype ι]

/-- The Eckart conditions on a geometry `x` relative to the reference geometry `a`:
the centre of mass is at the origin, and `∑ mᵢ aᵢ × xᵢ = 0`. -/
def IsEckart (m : ι → ℝ) (a x : ι → Fin 3 → ℝ) : Prop :=
  ∑ i, m i • x i = 0 ∧ ∑ i, m i • (a i ⨯₃ x i) = 0

/-- The mass-weighted correlation matrix `∑ mᵢ xᵢ aᵢᵀ` of two geometries. -/
def crossMoment (m : ι → ℝ) (x a : ι → Fin 3 → ℝ) : Matrix (Fin 3) (Fin 3) ℝ :=
  Matrix.of fun p q => ∑ i, m i * (x i p * a i q)

/-- The half turn about coordinate axis `k`; for `k = 0` it is `diag(1, -1, -1)`. -/
def halfTurn (k : Fin 3) : Matrix (Fin 3) (Fin 3) ℝ :=
  Matrix.diagonal fun p => if p = k then 1 else -1

/-- Each half turn is a proper rotation: it is orthogonal and has determinant one. -/
theorem halfTurn_rotation (k : Fin 3) :
    (halfTurn k)ᵀ * halfTurn k = 1 ∧ (halfTurn k).det = 1 := by
  constructor
  · rw [halfTurn, Matrix.diagonal_transpose, Matrix.diagonal_mul_diagonal,
      ← Matrix.diagonal_one]
    congr 1
    funext p
    by_cases h : p = k <;> simp [h]
  · rw [halfTurn, Matrix.det_diagonal, Fin.prod_univ_three]
    fin_cases k <;> simp

/-- The rotational Eckart condition holds exactly when `∑ mᵢ xᵢ aᵢᵀ` is symmetric. -/
theorem rotational_iff_symm (m : ι → ℝ) (a x : ι → Fin 3 → ℝ) :
    ∑ i, m i • (a i ⨯₃ x i) = 0 ↔ (crossMoment m x a).IsSymm := by
  -- each component of the vector is a difference of two transposed entries of the matrix
  have h0 : (∑ i, m i • (a i ⨯₃ x i)) 0
      = crossMoment m x a 2 1 - crossMoment m x a 1 2 := by
    simp only [crossMoment, Matrix.of_apply]
    rw [Finset.sum_apply, ← Finset.sum_sub_distrib]
    refine Finset.sum_congr rfl fun i _ => ?_
    rw [cross_apply]
    change m i * (a i 1 * x i 2 - a i 2 * x i 1) = _
    ring
  have h1 : (∑ i, m i • (a i ⨯₃ x i)) 1
      = crossMoment m x a 0 2 - crossMoment m x a 2 0 := by
    simp only [crossMoment, Matrix.of_apply]
    rw [Finset.sum_apply, ← Finset.sum_sub_distrib]
    refine Finset.sum_congr rfl fun i _ => ?_
    rw [cross_apply]
    change m i * (a i 2 * x i 0 - a i 0 * x i 2) = _
    ring
  have h2 : (∑ i, m i • (a i ⨯₃ x i)) 2
      = crossMoment m x a 1 0 - crossMoment m x a 0 1 := by
    simp only [crossMoment, Matrix.of_apply]
    rw [Finset.sum_apply, ← Finset.sum_sub_distrib]
    refine Finset.sum_congr rfl fun i _ => ?_
    rw [cross_apply]
    change m i * (a i 0 * x i 1 - a i 1 * x i 0) = _
    ring
  constructor
  · intro h
    rw [h] at h0 h1 h2
    have e0 := sub_eq_zero.mp h0.symm
    have e1 := sub_eq_zero.mp h1.symm
    have e2 := sub_eq_zero.mp h2.symm
    refine Matrix.IsSymm.ext fun p q => ?_
    fin_cases p <;> fin_cases q <;>
      first
        | exact e0 | exact e0.symm | exact e1 | exact e1.symm
        | exact e2 | exact e2.symm | rfl
  · intro h
    ext p
    fin_cases p
    · exact h0.trans (sub_eq_zero.mpr (h.apply 1 2))
    · exact h1.trans (sub_eq_zero.mpr (h.apply 2 0))
    · exact h2.trans (sub_eq_zero.mpr (h.apply 0 1))

/-- For a centred reference, the transformed copy `R aᵢ` satisfies the Eckart conditions
exactly when `R S` is symmetric, where `S = ∑ mᵢ aᵢ aᵢᵀ`. -/
theorem eckart_transformed_iff (m : ι → ℝ) (a : ι → Fin 3 → ℝ) (hc : ∑ i, m i • a i = 0)
    (R : Matrix (Fin 3) (Fin 3) ℝ) :
    IsEckart m a (fun i => R *ᵥ a i) ↔ (R * crossMoment m a a).IsSymm := by
  have ht : ∑ i, m i • (R *ᵥ a i) = 0 := by
    have e : R.mulVecLin (∑ i, m i • a i) = ∑ i, m i • (R *ᵥ a i) := by
      rw [map_sum]
      exact Finset.sum_congr rfl fun i _ => by rw [map_smul, Matrix.mulVecLin_apply]
    rw [← e, hc, map_zero]
  have hm : crossMoment m (fun i => R *ᵥ a i) a = R * crossMoment m a a := by
    ext p q
    simp only [crossMoment, Matrix.mul_apply, Matrix.of_apply, Matrix.mulVec, dotProduct,
      Finset.mul_sum, Finset.sum_mul]
    rw [Finset.sum_comm]
    exact Finset.sum_congr rfl fun i _ => Finset.sum_congr rfl fun k _ => by ring
  rw [IsEckart, rotational_iff_symm, hm]
  exact ⟨fun h => h.2, fun h => ⟨ht, h⟩⟩

/-- For a centred reference, the copy turned by half a turn about axis `k` satisfies the Eckart
conditions exactly when the off-diagonal second moments involving axis `k` vanish. -/
theorem eckart_halfTurn_iff (m : ι → ℝ) (a : ι → Fin 3 → ℝ) (hc : ∑ i, m i • a i = 0)
    (k : Fin 3) :
    IsEckart m a (fun i => halfTurn k *ᵥ a i) ↔ ∀ p, p ≠ k → crossMoment m a a k p = 0 := by
  have hs : ∀ p q, crossMoment m a a p q = crossMoment m a a q p := fun p q =>
    Finset.sum_congr rfl fun i _ => by ring
  rw [eckart_transformed_iff m a hc]
  constructor
  · intro h p hp
    have e := h.apply k p
    rw [halfTurn, Matrix.diagonal_mul, Matrix.diagonal_mul, if_neg hp, if_pos rfl, hs p k] at e
    linarith
  · intro h
    refine Matrix.IsSymm.ext fun p q => ?_
    rw [halfTurn, Matrix.diagonal_mul, Matrix.diagonal_mul, hs q p]
    by_cases hp : p = k
    · by_cases hq : q = k
      · rw [hp, hq]
      · rw [hp, h q hq, mul_zero, mul_zero]
    · by_cases hq : q = k
      · rw [hq, hs p k, h p hp, mul_zero, mul_zero]
      · rw [if_neg hp, if_neg hq]

/-- If the reference is centred with diagonal `∑ mᵢ aᵢ aᵢᵀ` and some atom lies off axis `k`, then
the reference and its copy turned by half a turn about axis `k` are two different geometries that
both satisfy the Eckart conditions. -/
theorem eckart_orientation_not_unique (m : ι → ℝ) (a : ι → Fin 3 → ℝ)
    (hc : ∑ i, m i • a i = 0) (hd : (crossMoment m a a).IsDiag) (k : Fin 3)
    (hoff : ∃ i p, p ≠ k ∧ a i p ≠ 0) :
    IsEckart m a a ∧ IsEckart m a (fun i => halfTurn k *ᵥ a i) ∧
      (fun i => halfTurn k *ᵥ a i) ≠ a := by
  refine ⟨⟨hc, (rotational_iff_symm m a a).mpr hd.isSymm⟩,
    (eckart_halfTurn_iff m a hc k).mpr fun p hp => hd hp.symm, fun h => ?_⟩
  obtain ⟨i, p, hp, hne⟩ := hoff
  have e := congrFun (congrFun h i) p
  simp only [halfTurn, Matrix.mulVec_diagonal, if_neg hp] at e
  exact hne (by linarith)

/-- If `R` is a rotation, `D` is diagonal with distinct nonnegative entries and `R D` is
symmetric, then `R` is the identity or a half turn about a coordinate axis. -/
theorem rotation_of_symm (d : Fin 3 → ℝ) (h0 : ∀ p, 0 ≤ d p) (hinj : Function.Injective d)
    (R : Matrix (Fin 3) (Fin 3) ℝ) (hR : Rᵀ * R = 1) (hdet : R.det = 1)
    (h : (R * Matrix.diagonal d).IsSymm) : R = 1 ∨ ∃ k, R = halfTurn k := by
  have h1 : Matrix.diagonal d * Rᵀ = R * Matrix.diagonal d := by
    have e := h.eq
    rwa [Matrix.transpose_mul, Matrix.diagonal_transpose] at e
  have h2 : R * Matrix.diagonal d * R = Matrix.diagonal d := by
    rw [← h1, Matrix.mul_assoc, hR, Matrix.mul_one]
  -- R commutes with the square of the diagonal matrix
  have h3 : R * Matrix.diagonal d * Matrix.diagonal d
      = Matrix.diagonal d * Matrix.diagonal d * R := by
    calc _ = R * Matrix.diagonal d * (R * Matrix.diagonal d * R) := by rw [h2]
      _ = (R * Matrix.diagonal d * R) * Matrix.diagonal d * R := by
        simp only [Matrix.mul_assoc]
      _ = _ := by rw [h2]
  have off : ∀ p q, p ≠ q → R p q = 0 := by
    intro p q hpq
    have e := congrFun (congrFun h3 p) q
    rw [Matrix.mul_diagonal, Matrix.mul_diagonal, Matrix.diagonal_mul_diagonal,
      Matrix.diagonal_mul] at e
    have e' : R p q * ((d q - d p) * (d q + d p)) = 0 := by linear_combination e
    rcases mul_eq_zero.mp e' with z | z
    · exact z
    · refine absurd (hinj ?_) hpq
      rcases mul_eq_zero.mp z with z | z <;> linarith [h0 p, h0 q]
  have o01 := off 0 1 (by decide)
  have o02 := off 0 2 (by decide)
  have o10 := off 1 0 (by decide)
  have o12 := off 1 2 (by decide)
  have o20 := off 2 0 (by decide)
  have o21 := off 2 1 (by decide)
  -- orthogonality leaves only signs on the diagonal
  have sq : ∀ p, R 0 p * R 0 p + R 1 p * R 1 p + R 2 p * R 2 p = 1 := by
    intro p
    have e := congrFun (congrFun hR p) p
    rwa [Matrix.mul_apply, Fin.sum_univ_three, Matrix.one_apply_eq] at e
  have r0 : R 0 0 = 1 ∨ R 0 0 = -1 :=
    mul_self_eq_one_iff.mp (by have e := sq 0; rw [o10, o20] at e; linarith)
  have r1 : R 1 1 = 1 ∨ R 1 1 = -1 :=
    mul_self_eq_one_iff.mp (by have e := sq 1; rw [o01, o21] at e; linarith)
  have r2 : R 2 2 = 1 ∨ R 2 2 = -1 :=
    mul_self_eq_one_iff.mp (by have e := sq 2; rw [o02, o12] at e; linarith)
  have fin : ∀ M : Matrix (Fin 3) (Fin 3) ℝ, (∀ p q, p ≠ q → M p q = 0) →
      M 0 0 = R 0 0 → M 1 1 = R 1 1 → M 2 2 = R 2 2 → R = M := by
    intro M hM m0 m1 m2
    ext p q
    by_cases hpq : p = q
    · subst hpq
      fin_cases p
      exacts [m0.symm, m1.symm, m2.symm]
    · rw [off p q hpq, hM p q hpq]
  have hk : ∀ k p q, p ≠ q → halfTurn k p q = 0 := fun k p q hpq =>
    Matrix.diagonal_apply_ne _ hpq
  rw [Matrix.det_fin_three, o01, o02, o10, o12, o20, o21] at hdet
  -- the determinant selects four of the eight sign patterns
  rcases r0 with a | a <;> rcases r1 with b | b <;> rcases r2 with c | c <;>
    rw [a, b, c] at hdet
  · exact Or.inl (fin 1 (fun p q hpq => Matrix.one_apply_ne hpq)
      (by simp [a]) (by simp [b]) (by simp [c]))
  · norm_num at hdet
  · norm_num at hdet
  · exact Or.inr ⟨0, fin _ (hk 0) (by simp [halfTurn, a]) (by simp [halfTurn, b])
      (by simp [halfTurn, c])⟩
  · norm_num at hdet
  · exact Or.inr ⟨1, fin _ (hk 1) (by simp [halfTurn, a]) (by simp [halfTurn, b])
      (by simp [halfTurn, c])⟩
  · exact Or.inr ⟨2, fin _ (hk 2) (by simp [halfTurn, a]) (by simp [halfTurn, b])
      (by simp [halfTurn, c])⟩
  · norm_num at hdet

/-- For nonnegative masses and a centred reference whose matrix `∑ mᵢ aᵢ aᵢᵀ` is diagonal with
distinct entries, the rotated copies of the reference that satisfy the Eckart conditions are
exactly those given by the identity and the three half turns. -/
theorem eckart_rotations_classified (m : ι → ℝ) (a : ι → Fin 3 → ℝ) (hm : ∀ i, 0 ≤ m i)
    (hc : ∑ i, m i • a i = 0) (hd : (crossMoment m a a).IsDiag)
    (hinj : Function.Injective fun p => crossMoment m a a p p)
    (R : Matrix (Fin 3) (Fin 3) ℝ) (hR : Rᵀ * R = 1) (hdet : R.det = 1) :
    IsEckart m a (fun i => R *ᵥ a i) ↔ R = 1 ∨ ∃ k, R = halfTurn k := by
  constructor
  · intro h
    have hs := (eckart_transformed_iff m a hc R).mp h
    rw [← hd.diagonal_diag] at hs
    exact rotation_of_symm _ (fun p => Finset.sum_nonneg fun i _ =>
      mul_nonneg (hm i) (mul_self_nonneg (a i p))) hinj R hR hdet hs
  · rintro (rfl | ⟨k, rfl⟩)
    · rw [eckart_transformed_iff m a hc, Matrix.one_mul]
      exact hd.isSymm
    · exact (eckart_halfTurn_iff m a hc k).mpr fun p hp => hd hp.symm

/-- Six atoms in pairs on the coordinate axes, at distances 1, 2 and 3 from the origin. -/
def sixAtoms : Fin 6 → Fin 3 → ℝ :=
  ![![1, 0, 0], ![-1, 0, 0], ![0, 2, 0], ![0, -2, 0], ![0, 0, 3], ![0, 0, -3]]

/-- With unit masses, the six-atom geometry is centred and its second-moment matrix is diagonal
with distinct entries. -/
theorem eckart_rotations_classified_witness :
    ∑ i, (1 : ℝ) • sixAtoms i = 0 ∧
      (crossMoment (fun _ => 1) sixAtoms sixAtoms).IsDiag ∧
      Function.Injective fun p => crossMoment (fun _ => 1) sixAtoms sixAtoms p p := by
  have hS : crossMoment (fun _ => 1) sixAtoms sixAtoms = Matrix.diagonal ![2, 8, 18] := by
    have e0 : sixAtoms 0 = ![1, 0, 0] := rfl
    have e1 : sixAtoms 1 = ![-1, 0, 0] := rfl
    have e2 : sixAtoms 2 = ![0, 2, 0] := rfl
    have e3 : sixAtoms 3 = ![0, -2, 0] := rfl
    have e4 : sixAtoms 4 = ![0, 0, 3] := rfl
    have e5 : sixAtoms 5 = ![0, 0, -3] := rfl
    ext p q
    simp only [crossMoment, Matrix.of_apply, Fin.sum_univ_six, e0, e1, e2, e3, e4, e5]
    fin_cases p <;> fin_cases q <;> norm_num [Matrix.diagonal]
  refine ⟨?_, ?_, ?_⟩
  · ext p
    fin_cases p <;> simp [sixAtoms, Fin.sum_univ_six]
  · rw [hS]
    exact Matrix.isDiag_diagonal _
  · rw [hS]
    intro p q h
    fin_cases p <;> fin_cases q <;> first | rfl | (exfalso; norm_num at h)

end

end EckartOrientation
```

```lean
#print axioms EckartOrientation.halfTurn_rotation
#print axioms EckartOrientation.eckart_orientation_not_unique
#print axioms EckartOrientation.eckart_rotations_classified
```

```
'EckartOrientation.halfTurn_rotation' depends on axioms: [propext, Classical.choice, Quot.sound]
'EckartOrientation.eckart_orientation_not_unique' depends on axioms: [propext, Classical.choice, Quot.sound]
'EckartOrientation.eckart_rotations_classified' depends on axioms: [propext, Classical.choice, Quot.sound]
```

## One half turn, by components

Let atom $i$ have mass $m_i$ and reference position $a_i$, with components $a_{i0}, a_{i1}, a_{i2}$ numbered from zero as in the file. A geometry $x_i$ satisfies the Eckart conditions when

$$\sum_i m_i x_i = 0, \qquad \sum_i m_i\, a_i\times x_i = 0 .$$

Suppose that the reference is centred, $\sum_i m_i a_i=0$, and write $S=\sum_i m_i a_i a_i^T$ for its second-moment matrix. Now turn every atom by $\pi$ about axis 0, so that $x_i=(a_{i0},-a_{i1},-a_{i2})$. The centre of mass stays at the origin, because the turn is linear. The cross product is

$$a_i\times x_i=(0,\;2a_{i0}a_{i2},\;-2a_{i0}a_{i1}),$$

and its mass-weighted sum is $(0,\,2S_{02},\,-2S_{01})$. If $S$ is diagonal, this vanishes. The turned copy passes the same test as the reference itself, for which $a_i\times a_i=0$. Compared atom by atom, the two geometries differ as soon as one atom lies off axis 0. This counts as a difference even when the turn only exchanges identical atoms, as it does for water turned about its symmetry axis.

## What the definitions and theorems say

The atoms are labelled by a finite type `ι`, and a geometry is a function `ι → Fin 3 → ℝ`. `IsEckart m a x` is the pair of conditions above, with the reference first. `crossMoment m x a` is the matrix $C=\sum_i m_i x_i a_i^T$, so `crossMoment m a a` is $S$. `halfTurn k` is the diagonal matrix $H_k$ with $1$ in place $k$ and $-1$ elsewhere, and `halfTurn_rotation` confirms that it is a proper rotation.

The inertia tensor is $(\operatorname{tr}S)\,1-S$. The hypothesis that $S$ is diagonal, `IsDiag`, therefore means that the coordinate axes are principal axes of inertia.

`eckart_orientation_not_unique` states that, for a centred reference with diagonal $S$ and some atom off axis $k$, both $a$ and its half-turned copy satisfy the Eckart conditions, and that they are different geometries. The masses may be any real numbers here. `eckart_halfTurn_iff` gives the exact condition for a centred reference: the copy turned about axis $k$ passes if and only if $S_{kp}=0$ for every $p\neq k$. Only axis $k$ has to be principal.

`eckart_rotations_classified` counts the possibilities. It adds two hypotheses: the masses are nonnegative, and the diagonal entries of $S$ are distinct. The second describes an asymmetric top, with three different principal moments of inertia. The rotations $R$ for which $Ra_i$ satisfies the Eckart conditions are then exactly the identity and the three half turns. A planar molecule may qualify, since one entry of $S$ may be zero; a linear molecule does not, since two entries vanish. When two entries coincide, as in a symmetric top, a half turn about any axis in the degenerate plane also passes.

The classification concerns rigid copies of the reference, not vibrationally distorted geometries. The six atoms of `sixAtoms`, with unit masses, give $S=\operatorname{diag}(2,8,18)$ and so meet its hypotheses.

## Why the rotational condition is a symmetry condition

The components of $\sum_i m_i\,a_i\times x_i$ are

$$C_{21}-C_{12},\qquad C_{02}-C_{20},\qquad C_{10}-C_{01}.$$

They vanish together exactly when $C$ is symmetric. This is `rotational_iff_symm`, which holds for every geometry $x$, distorted or not. Its proof establishes the three component formulas by expanding the cross product under the sum, where `ring` settles each term, and then reads the equalities in both directions.

For a transformed copy $x_i=Ra_i$,

$$C=\sum_i m_i (Ra_i)a_i^T=RS,\qquad \sum_i m_i Ra_i=R\sum_i m_i a_i=0 .$$

Hence the Eckart conditions reduce to the symmetry of $RS$, as `eckart_transformed_iff` records. In its proof, `ht` is the centring and `hm` is the matrix identity. Any matrix $R$ is allowed at this stage.

For $R=H_k$ with diagonal entries $\varepsilon_p$, symmetry of $H_kS$ reads

$$(\varepsilon_p-\varepsilon_q)\,S_{pq}=0 .$$

This is automatic unless exactly one of $p,q$ equals $k$, and in that case it forces $S_{pq}=0$. The case distinctions in `eckart_halfTurn_iff` follow this argument. The theorem `eckart_orientation_not_unique` adds the difference of the two geometries: if they were equal, an atom with component $a_{ip}\neq0$ for some $p\neq k$ would satisfy $-a_{ip}=a_{ip}$, which is impossible.

## Why an asymmetric top has just four solutions

Let $S=\operatorname{diag}(d_0,d_1,d_2)$, with distinct entries that are nonnegative because the masses are. If $R$ is a rotation and $RS$ is symmetric, then $SR^T=RS$. Multiplying on the right by $R$ and using $R^TR=1$ gives $S=RSR$. Therefore

$$RS^2=(RS)(RSR)=(RSR)(SR)=S^2R .$$

The entry in row $p$ and column $q$ of this equation is

$$R_{pq}(d_q-d_p)(d_q+d_p)=0 .$$

For $p\neq q$ the first bracket is nonzero because the entries are distinct, and the second because two distinct nonnegative numbers cannot sum to zero. So $R$ is diagonal. Its columns have unit length, which makes each diagonal entry $\pm1$, and $\det R=1$ keeps four of the eight sign patterns: the identity and the three half turns.

`rotation_of_symm` carries this out. Its steps `h2` and `h3` are the two matrix identities, `off` removes the off-diagonal entries, and `rcases` runs through the eight sign patterns, with `norm_num` rejecting those of determinant $-1$. The final classification supplies $d_p=S_{pp}\ge0$ as a sum of nonnegative terms, and obtains the converse from the symmetry of $S$ and from `eckart_halfTurn_iff`.

## Choosing the orientation in an alignment code

In a vibrational analysis or a trajectory alignment, a program that only solves the Eckart equations can return a half-turned molecule, as the theorems show for rigid copies of an asymmetric-top reference. For such a copy the displacement $x_i-a_i$ of each atom has twice the length of its distance from the axis of the turn, even though the molecule has not vibrated at all.

A superposition code can settle the choice with a further criterion, such as the smallest mass-weighted squared deviation; the following algebra supplements the theorems. For the half-turned copy this deviation is

$$\sum_i m_i|H_ka_i-a_i|^2=4\sum_{p\neq k}S_{pp},$$

while for the reference orientation it is zero.

For a general centred geometry $x$, the code can form the singular value decomposition $C=U\Sigma V^T$ and rotate $x$ by $Q=VDU^T$, where $D$ is a diagonal matrix of signs. The new matrix $QC=VD\Sigma V^T$ is symmetric for every such $D$, so each choice with $\det Q=1$ satisfies the Eckart conditions. The least deviation belongs to the choice that maximises $\operatorname{tr}(D\Sigma)$: all signs positive if $\det(VU^T)=1$, and otherwise a single minus sign at the smallest singular value.
